# Raising all couplings by a common factor deepens the many-body dispersion energy at a growing rate, as long as the oscillators stay stable

Take two identical oscillators with squared frequency $\omega^2$ and coupling $tk$, where $0<|k|\le\omega^2$ and $0\le t\le1$. The squared mode frequencies are $\omega^2\pm tk$, so with $\hbar=1$ the interaction energy is

$$E(t)=\tfrac12\left(\sqrt{\omega^2+tk}+\sqrt{\omega^2-tk}\right)-\omega .$$

One mode stiffens and the other softens, but the square root is concave, so the softening wins. In a many-body dispersion (MBD) calculation with many atoms, the couplings have both signs and the modes mix. If every coupling grows by the same factor, can the dispersion energy level off or rise?

## Every tangent line lies above the energy

No, provided that no squared mode frequency becomes negative. Let $D$ be diagonal with entries $d_i>0$, the squared frequencies of the uncoupled oscillators. Let $K\neq0$ be real symmetric with zero diagonal, and let $D+K$ be positive semidefinite. Define

$$E(t)=\tfrac12\operatorname{tr}\sqrt{D+tK}-\tfrac12\operatorname{tr}\sqrt D .$$

**A trace inequality.** Let $W=R^2$ with $R$ symmetric and invertible, and let $S\ne W$ be symmetric. Then $M=R^{-1}S-R$ is nonzero, so

$$0<\operatorname{tr}M^TM=\operatorname{tr}(W^{-1}S^2)-2\operatorname{tr}S+\operatorname{tr}W .$$

For $A$ positive semidefinite, $B$ positive definite and $A\neq B$, put $S=\sqrt A$, $W=\sqrt B$ and divide by 4. Since $\operatorname{tr}(B^{-1/2}B)=\operatorname{tr}\sqrt B$,

$$\tfrac12\operatorname{tr}\sqrt A<\tfrac12\operatorname{tr}\sqrt B+\tfrac14\operatorname{tr}\left(B^{-1/2}(A-B)\right).$$

**Concavity.** Because $D+tK=(1-t)D+t(D+K)$, this matrix is positive definite for $0\le t<1$ and positive semidefinite at $t=1$. Hence, for $x\in[0,1]$, $z\in[0,1)$ and $x\ne z$,

$$E(x)<E(z)+(x-z)\,g(z),\qquad g(z)=\tfrac14\operatorname{tr}\left((D+zK)^{-1/2}K\right).$$

For $x\neq y$ and $0<a<1$, take $z=ax+(1-a)y$, which is below 1. Averaging the bounds at $x$ and $y$ cancels the slope terms and leaves $aE(x)+(1-a)E(y)<E(z)$.

**Decrease.** At zero coupling $g(0)=\tfrac14\sum_iK_{ii}/\sqrt{d_i}=0$ and $E(0)=0$, so $E(t)<0$ for $t>0$. If $0<s<t$, concavity between $0$ and $t$ gives $E(s)>(s/t)E(t)>E(t)$.

**Growing increments.** Let $0\le s<t$, $h>0$, $t+h\le1$ and $c=h/(t+h-s)$. Then $s+h=(1-c)s+c(t+h)$ and $t=cs+(1-c)(t+h)$. Adding the two concavity inequalities gives

$$E(t+h)-E(t)<E(s+h)-E(s).$$

## What the Lean theorems say

`freq C` is the matrix square root, `zeroPoint C` half its trace, and `mbdEnergy d K t` is $E(t)$. The finite type `n` labels oscillator coordinates, three per atom in MBD. `hDK` says that full coupling leaves no unstable mode, though a zero-frequency mode is allowed; it also makes $K$ symmetric. `hK0` says that the coupling does not shift an oscillator's own squared frequency.

`mbdEnergy_strictConcave_strictAnti` states strict concavity and strict decrease on $[0,1]$, and `mbdEnergy_increment_lt` states the increment inequality. In a periodic cell an atom also couples to its own images, which can give $K$ a nonzero diagonal; `hK0` excludes that case. The model is finite and harmonic, with $D$ held fixed. The factor $t$ is not a damping parameter: damping in MBD weakens the coupling of close atoms and leaves that of distant atoms almost unchanged, so changing it alters different couplings by different factors.

```lean
import Mathlib

open Matrix

namespace ManyBodyDispersion

noncomputable section

variable {n : Type*} [Fintype n] [DecidableEq n]

/-- The frequency matrix `√C` of coupled oscillators with positive semidefinite
potential matrix `C`. -/
def freq (C : Matrix n n ℝ) : Matrix n n ℝ := cfc Real.sqrt C

/-- The zero-point energy `½ tr √C` (with `ħ = 1`) of coupled oscillators with positive
semidefinite potential matrix `C`. -/
def zeroPoint (C : Matrix n n ℝ) : ℝ := trace (freq C) / 2

/-- The many-body dispersion energy: zero-point energy of the oscillators with squared
frequencies `d` and couplings `t K`, minus that of the uncoupled oscillators. -/
def mbdEnergy (d : n → ℝ) (K : Matrix n n ℝ) (t : ℝ) : ℝ :=
  zeroPoint (diagonal d + t • K) - zeroPoint (diagonal d)

/-- The frequency matrix squares to the potential matrix, if the latter is positive
semidefinite. -/
theorem freq_mul_self {C : Matrix n n ℝ} (hC : C.PosSemidef) : freq C * freq C = C := by
  have hs : IsSelfAdjoint C := hC.isHermitian
  unfold freq
  rw [← cfc_mul Real.sqrt Real.sqrt C Real.continuous_sqrt.continuousOn
    Real.continuous_sqrt.continuousOn]
  calc cfc (fun x : ℝ => √x * √x) C = cfc (fun x : ℝ => x) C := cfc_congr (fun x hx => by
        rw [hC.isHermitian.spectrum_real_eq_range_eigenvalues] at hx
        obtain ⟨i, rfl⟩ := hx
        exact Real.mul_self_sqrt (hC.eigenvalues_nonneg i))
    _ = C := cfc_id' ℝ C hs

/-- The frequency matrix of a positive definite potential matrix is itself the square of a
symmetric invertible matrix. -/
theorem freq_eq_sq {C : Matrix n n ℝ} (hC : C.PosDef) :
    ∃ R : Matrix n n ℝ, Rᵀ = R ∧ IsUnit R.det ∧ freq C = R * R := by
  have hc : Continuous (fun x : ℝ => √(√x)) :=
    Real.continuous_sqrt.comp Real.continuous_sqrt
  have hRR : freq C = cfc (fun x : ℝ => √(√x)) C * cfc (fun x : ℝ => √(√x)) C := by
    rw [← cfc_mul _ _ C hc.continuousOn hc.continuousOn]
    have h : (fun x : ℝ => √(√x) * √(√x)) = Real.sqrt :=
      funext fun x => Real.mul_self_sqrt (Real.sqrt_nonneg x)
    rw [h, freq]
  refine ⟨cfc (fun x : ℝ => √(√x)) C, ?_, ?_, hRR⟩
  · have h : (cfc (fun x : ℝ => √(√x)) C)ᴴ = cfc (fun x : ℝ => √(√x)) C :=
      cfc_predicate (fun x : ℝ => √(√x)) C
    rwa [conjTranspose_eq_transpose_of_trivial] at h
  · refine isUnit_iff_ne_zero.mpr fun h0 => ?_
    have h := congrArg det (freq_mul_self hC.posSemidef)
    rw [hRR, det_mul, det_mul, h0] at h
    have hp := hC.det_pos
    rw [← h] at hp
    simp at hp

/-- Trial bound: if `S` is symmetric and differs from `W = R²`, with `R` symmetric and
invertible, then `2 tr S < tr (W⁻¹ S²) + tr W`. -/
theorem trial_bound {R S : Matrix n n ℝ} (hR : Rᵀ = R) (hu : IsUnit R.det) (hS : Sᵀ = S)
    (hne : S ≠ R * R) :
    2 * trace S < trace ((R * R)⁻¹ * (S * S)) + trace (R * R) := by
  obtain ⟨Q, hQ⟩ : ∃ Q, Q = R⁻¹ := ⟨_, rfl⟩
  have h1 : Q * R = 1 := by rw [hQ, nonsing_inv_mul _ hu]
  have h2 : R * Q = 1 := by rw [hQ, mul_nonsing_inv _ hu]
  have hQt : Qᵀ = Q := by rw [hQ, transpose_nonsing_inv, hR]
  obtain ⟨M, hM⟩ : ∃ M, M = Q * S - R := ⟨_, rfl⟩
  have hex : ∃ i j, M i j ≠ 0 := by
    by_contra h
    push Not at h
    have h0 : Q * S - R = 0 := by
      rw [← hM]
      ext i j
      exact h i j
    apply hne
    calc S = R * Q * S := by rw [h2, one_mul]
      _ = R * R := by rw [mul_assoc, sub_eq_zero.mp h0]
  -- the trace of `Mᵀ M` is a sum of squares, not all zero
  have hpos : 0 < trace (Mᵀ * M) := by
    obtain ⟨i, j, hij⟩ := hex
    simp only [trace, diag_apply, mul_apply, transpose_apply]
    exact Finset.sum_pos' (fun _ _ => Finset.sum_nonneg fun _ _ => mul_self_nonneg _)
      ⟨j, Finset.mem_univ _, Finset.sum_pos' (fun _ _ => mul_self_nonneg _)
        ⟨i, Finset.mem_univ _, mul_self_pos.mpr hij⟩⟩
  have hexp : Mᵀ * M = S * (Q * Q) * S - S - S + R * R := by
    rw [hM, transpose_sub, transpose_mul, hQt, hR, hS]
    calc (S * Q - R) * (Q * S - R)
        = S * (Q * Q) * S - S * (Q * R) - (R * Q) * S + R * R := by noncomm_ring
      _ = _ := by rw [h1, h2, mul_one, one_mul]
  have hcyc : trace (S * (Q * Q) * S) = trace (Q * Q * (S * S)) := by
    rw [mul_assoc, trace_mul_comm, mul_assoc]
  rw [hexp, trace_add, trace_sub, trace_sub, hcyc] at hpos
  rw [Matrix.mul_inv_rev, ← hQ]
  linarith

/-- Uncoupled oscillators with squared frequencies `d i > 0` have the diagonal frequency
matrix with entries `√(d i)`. -/
theorem freq_diagonal {d : n → ℝ} (hd : ∀ i, 0 < d i) :
    freq (diagonal d) = diagonal fun i => √(d i) := by
  have hD : (diagonal d).PosDef := posDef_diagonal_iff.mpr hd
  obtain ⟨R, hR, hu, hRR⟩ := freq_eq_sq hD
  obtain ⟨Q, hQ⟩ : ∃ Q : Matrix n n ℝ, Q = diagonal fun i => √(√(d i)) := ⟨_, rfl⟩
  have hQQ : Q * Q = diagonal fun i => √(d i) := by
    rw [hQ, diagonal_mul_diagonal]
    exact congrArg diagonal (funext fun i => Real.mul_self_sqrt (Real.sqrt_nonneg _))
  have hQt : Qᵀ = Q := by rw [hQ, diagonal_transpose]
  have hQu : IsUnit Q.det := by
    rw [hQ, det_diagonal]
    exact isUnit_iff_ne_zero.mpr (Finset.prod_pos fun i _ =>
      Real.sqrt_pos.mpr (Real.sqrt_pos.mpr (hd i))).ne'
  have hsq : R * R * (R * R) = Q * Q * (Q * Q) := by
    rw [← hRR, freq_mul_self hD.posSemidef, hQQ, diagonal_mul_diagonal]
    exact congrArg diagonal (funext fun i => (Real.mul_self_sqrt (hd i).le).symm)
  have key : ∀ W : Matrix n n ℝ, IsUnit W.det → W⁻¹ * (W * W) = W := fun W h => by
    rw [← mul_assoc, nonsing_inv_mul _ h, one_mul]
  rw [hRR, ← hQQ]
  -- two different positive roots would each have the smaller trace
  by_contra hne
  have a := trial_bound hQt hQu (S := R * R) (by rw [transpose_mul, hR]) hne
  have b := trial_bound hR hu (S := Q * Q) (by rw [transpose_mul, hQt]) (Ne.symm hne)
  rw [hsq, key _ (by rw [det_mul]; exact hQu.mul hQu)] at a
  rw [← hsq, key _ (by rw [det_mul]; exact hu.mul hu)] at b
  linarith

/-- The zero-point energy lies strictly below its first-order expansion about any positive
definite `B`, at every other positive semidefinite potential matrix `A`. -/
theorem zeroPoint_lt_tangent {A B : Matrix n n ℝ} (hA : A.PosSemidef) (hB : B.PosDef)
    (hne : A ≠ B) :
    zeroPoint A < zeroPoint B + trace ((freq B)⁻¹ * (A - B)) / 4 := by
  obtain ⟨R, hR, hu, hRR⟩ := freq_eq_sq hB
  have hS : freq A ≠ R * R := fun h => hne (by
    calc A = freq A * freq A := (freq_mul_self hA).symm
      _ = freq B * freq B := by rw [h, hRR]
      _ = B := freq_mul_self hB.posSemidef)
  have hAt : (freq A)ᵀ = freq A := by
    have h : (freq A)ᴴ = freq A := cfc_predicate Real.sqrt A
    rwa [conjTranspose_eq_transpose_of_trivial] at h
  have k := trial_bound hR hu hAt hS
  rw [← hRR, freq_mul_self hA] at k
  have hu' : IsUnit (freq B).det := by rw [hRR, det_mul]; exact hu.mul hu
  have e : (freq B)⁻¹ * B = freq B := by
    calc (freq B)⁻¹ * B = (freq B)⁻¹ * (freq B * freq B) := by
          rw [freq_mul_self hB.posSemidef]
      _ = freq B := by rw [← mul_assoc, nonsing_inv_mul _ hu', one_mul]
  unfold zeroPoint
  rw [mul_sub, trace_sub, e]
  linarith

/-- For `d > 0`, `K ≠ 0` and `D + K` positive semidefinite, the MBD energy at coupling
strength `x` in `[0,1]` lies strictly below its tangent line at any other `z` in `[0,1)`. -/
theorem mbdEnergy_lt_tangent {d : n → ℝ} {K : Matrix n n ℝ} (hd : ∀ i, 0 < d i)
    (hK : K ≠ 0) (hDK : (diagonal d + K).PosSemidef) {x z : ℝ} (hx : x ∈ Set.Icc (0 : ℝ) 1)
    (hz0 : 0 ≤ z) (hz1 : z < 1) (hxz : x ≠ z) :
    mbdEnergy d K x < mbdEnergy d K z
      + (x - z) * trace ((freq (diagonal d + z • K))⁻¹ * K) / 4 := by
  have hD : (diagonal d).PosDef := posDef_diagonal_iff.mpr hd
  have split : ∀ t : ℝ, diagonal d + t • K
      = (1 - t) • diagonal d + t • (diagonal d + K) := fun t => by module
  have hA : (diagonal d + x • K).PosSemidef := by
    rw [split]
    exact (hD.posSemidef.smul (sub_nonneg.mpr hx.2)).add (hDK.smul hx.1)
  have hB : (diagonal d + z • K).PosDef := by
    rw [split]
    exact (hD.smul (sub_pos.mpr hz1)).add_posSemidef (hDK.smul hz0)
  have hdiff : diagonal d + x • K - (diagonal d + z • K) = (x - z) • K := by module
  have hne : diagonal d + x • K ≠ diagonal d + z • K := fun h => by
    rw [h, sub_self] at hdiff
    rcases smul_eq_zero.mp hdiff.symm with h' | h'
    · exact hxz (sub_eq_zero.mp h')
    · exact hK h'
  have k := zeroPoint_lt_tangent hA hB hne
  rw [hdiff, Matrix.mul_smul, trace_smul, smul_eq_mul] at k
  unfold mbdEnergy
  linarith

/-- Let `d > 0`, let `K ≠ 0` have zero diagonal, and let `D + K` be symmetric positive
semidefinite. Then the MBD energy is strictly concave and strictly decreasing in the common
coupling strength `t` on `[0,1]`. -/
theorem mbdEnergy_strictConcave_strictAnti {d : n → ℝ} {K : Matrix n n ℝ}
    (hd : ∀ i, 0 < d i) (hK : K ≠ 0) (hK0 : ∀ i, K i i = 0)
    (hDK : (diagonal d + K).PosSemidef) :
    StrictConcaveOn ℝ (Set.Icc 0 1) (mbdEnergy d K) ∧
      StrictAntiOn (mbdEnergy d K) (Set.Icc 0 1) := by
  have hconc : StrictConcaveOn ℝ (Set.Icc 0 1) (mbdEnergy d K) := by
    refine ⟨convex_Icc 0 1, fun x hx y hy hxy a b ha hb hab => ?_⟩
    obtain rfl : b = 1 - a := by linarith
    obtain ⟨z, hz⟩ : ∃ z, z = a * x + (1 - a) * y := ⟨_, rfl⟩
    have hz0 : 0 ≤ z := by
      rw [hz]
      exact add_nonneg (mul_nonneg ha.le hx.1) (mul_nonneg hb.le hy.1)
    have hz1 : z < 1 := by
      rcases lt_or_gt_of_ne hxy with h | h
      · nlinarith [mul_pos ha (sub_pos.mpr h), hy.2]
      · nlinarith [mul_pos hb (sub_pos.mpr h), hx.2]
    have hxz : x ≠ z := fun h => mul_ne_zero hb.ne' (sub_ne_zero.mpr hxy) (by linarith)
    have hyz : y ≠ z := fun h => mul_ne_zero ha.ne' (sub_ne_zero.mpr hxy) (by linarith)
    -- average the two tangent bounds at the intermediate point
    have h1 := mul_lt_mul_of_pos_left (mbdEnergy_lt_tangent hd hK hDK hx hz0 hz1 hxz) ha
    have h2 := mul_lt_mul_of_pos_left (mbdEnergy_lt_tangent hd hK hDK hy hz0 hz1 hyz) hb
    have hid : ∀ F : ℝ, a * ((x - z) * F / 4) + (1 - a) * ((y - z) * F / 4) = 0 := by
      intro F
      rw [hz]
      ring
    simp only [smul_eq_mul]
    rw [← hz]
    linarith [hid (trace ((freq (diagonal d + z • K))⁻¹ * K))]
  have hE0 : mbdEnergy d K 0 = 0 := by simp [mbdEnergy]
  -- the slope at zero coupling vanishes because `K` has no diagonal
  have hneg : ∀ t ∈ Set.Icc (0 : ℝ) 1, 0 < t → mbdEnergy d K t < 0 := by
    intro t ht h0
    have k := mbdEnergy_lt_tangent hd hK hDK ht le_rfl one_pos h0.ne'
    have htr : trace ((freq (diagonal d))⁻¹ * K) = 0 := by
      rw [freq_diagonal hd, inv_diagonal]
      simp [trace, diagonal_mul, hK0]
    rw [zero_smul, add_zero, htr, hE0] at k
    linarith
  refine ⟨hconc, fun s hs t ht hst => ?_⟩
  have ht0 : 0 < t := lt_of_le_of_lt hs.1 hst
  have hEt := hneg t ht ht0
  rcases hs.1.eq_or_lt with h | h
  · rw [← h, hE0]
    exact hEt
  · have hc1 : s / t < 1 := (div_lt_one ht0).mpr hst
    have k := hconc.2 (Set.left_mem_Icc.mpr zero_le_one) ht ht0.ne
      (sub_pos.mpr hc1) (div_pos h ht0) (by ring)
    simp only [smul_eq_mul, mul_zero, zero_add, hE0] at k
    rw [div_mul_cancel₀ s ht0.ne'] at k
    nlinarith [mul_pos (sub_pos.mpr hc1) (neg_pos.mpr hEt)]

/-- Let `d > 0`, let `K ≠ 0` have zero diagonal, and let `D + K` be symmetric positive semidefinite.
Then, as long as the coupling strength stays in `[0,1]`, an increment `h > 0` of it changes the MBD
energy by a strictly lower (more negative) amount when it starts from a larger strength. -/
theorem mbdEnergy_increment_lt {d : n → ℝ} {K : Matrix n n ℝ}
    (hd : ∀ i, 0 < d i) (hK : K ≠ 0) (hK0 : ∀ i, K i i = 0)
    (hDK : (diagonal d + K).PosSemidef) {s t h : ℝ} (hs : 0 ≤ s) (hst : s < t) (hh : 0 < h)
    (hth : t + h ≤ 1) :
    mbdEnergy d K (t + h) - mbdEnergy d K t < mbdEnergy d K (s + h) - mbdEnergy d K s := by
  have hconc := (mbdEnergy_strictConcave_strictAnti hd hK hK0 hDK).1
  have hL : 0 < t + h - s := by linarith
  obtain ⟨c, hc⟩ : ∃ c, c = h / (t + h - s) := ⟨_, rfl⟩
  have hc0 : 0 < c := by rw [hc]; exact div_pos hh hL
  have hc1 : 0 < 1 - c := by
    rw [hc, sub_pos, div_lt_one hL]
    linarith
  have hcL : c * (t + h - s) = h := by rw [hc, div_mul_cancel₀ h hL.ne']
  have ms : s ∈ Set.Icc (0 : ℝ) 1 := ⟨hs, by linarith⟩
  have mt : t + h ∈ Set.Icc (0 : ℝ) 1 := ⟨by linarith, hth⟩
  have hne : s ≠ t + h := by linarith
  -- `s + h` and `t` are mirror-image mixtures of the end points `s` and `t + h`
  have k1 := hconc.2 ms mt hne hc1 hc0 (by ring)
  have k2 := hconc.2 ms mt hne hc0 hc1 (by ring)
  simp only [smul_eq_mul] at k1 k2
  have e1 : (1 - c) * s + c * (t + h) = s + h := by linear_combination hcL
  have e2 : c * s + (1 - c) * (t + h) = t := by linear_combination -hcL
  rw [e1] at k1
  rw [e2] at k2
  linarith

end

end ManyBodyDispersion
```

```lean
#print axioms ManyBodyDispersion.mbdEnergy_increment_lt
-- 'ManyBodyDispersion.mbdEnergy_increment_lt' depends on axioms: [propext, Classical.choice, Quot.sound]
```

## From the matrix root to the energy curve

`freq_mul_self` shows that the root squares to $C$, and `freq_eq_sq` supplies $R$ as a fourth root. `trial_bound` expands $\operatorname{tr}M^TM$, a sum of squares. `freq_diagonal` applies it twice: two different positive definite roots of $D$ would each have the smaller trace.

`zeroPoint_lt_tangent` and `mbdEnergy_lt_tangent` are the two tangent bounds. In the main theorem, `hid` is the cancellation of slopes and `hneg` the negativity of $E(t)$. In the last theorem, `e1` and `e2` are the two mixtures.

## In an MBD calculation

A program builds $D+K$ from atomic frequencies, polarisabilities and damped dipole couplings, diagonalises it to find eigenvalues $\omega_p^2$ and orthonormal eigenvectors $v_p$, and evaluates $E(1)=\tfrac12\sum_p\omega_p-\tfrac12\sum_i\sqrt{d_i}$. If all $\omega_p>0$, the slope of $E(t)$ at $t=1$ is $\tfrac14\sum_p v_p^TKv_p/\omega_p$. For this finite harmonic model, the result fixes the sign of the energy's response to a common factor on all couplings. The MBD contribution to the binding energy of two molecules is a difference of such energies, and the theorems do not fix the sign of its response.
